# Product sign probes have relative variance $2^k-1$ on the $k$-fold Kronecker power of the $2\times2$ all-ones matrix

A stochastic trace estimate can be unbiased and still return zero in almost every run, so that a fixed number of samples gives no useful value for a large system. This happens when the matrix is the $k$-fold Kronecker power of the $2\times2$ all-ones matrix and each probe is a Kronecker product of $k$ independent random sign vectors.

```lean
import Mathlib

open Matrix

namespace ProductProbeNoise

noncomputable section

variable {ι n Ω : Type*} [Fintype ι] [DecidableEq ι] [Fintype n] [Fintype Ω]

/-- The uniform average of an observable over a finite set of outcomes. -/
def avg (f : Ω → ℝ) : ℝ := (∑ ω, f ω) / (Fintype.card Ω : ℝ)

/-- The variance: the mean squared deviation from the mean. -/
def variance (f : Ω → ℝ) : ℝ := avg (fun ω => (f ω - avg f) ^ 2)

/-- A Boolean read as a sign, `1` or `-1`. -/
def sgn (b : Bool) : ℝ := if b then 1 else -1

/-- The sign vector on a single site. -/
def signVec (t : n → Bool) : n → ℝ := fun a => sgn (t a)

/-- The product probe: the Kronecker product of one sign vector per site. -/
def probe (s : ι → n → Bool) : (ι → n) → ℝ := fun a => ∏ i, sgn (s i (a i))

/-- The Kronecker product of one local matrix per site. -/
def kron (A : ι → Matrix n n ℝ) : Matrix (ι → n) (ι → n) ℝ :=
  Matrix.of fun a b => ∏ i, A i (a i) (b i)

/-- The stochastic trace estimate `zᵀ A z` for the probe `z`. -/
def estimate (A : Matrix n n ℝ) (z : n → ℝ) : ℝ := z ⬝ᵥ (A *ᵥ z)

/-- The 2 by 2 all-ones matrix. -/
def ones : Matrix (Fin 2) (Fin 2) ℝ := Matrix.of fun _ _ => 1

/-- The `k`-fold Kronecker power of the all-ones matrix. -/
def onesPower (k : ℕ) : Matrix (Fin k → Fin 2) (Fin k → Fin 2) ℝ :=
  kron fun _ => ones

/-- A product over sites of local sums is the sum over all configurations of products. -/
lemma prod_sum_pi (f : ι → Ω → ℝ) :
    ∏ i, ∑ x, f i x = ∑ p : ι → Ω, ∏ i, f i (p i) := by
  rw [Finset.prod_univ_sum, Fintype.piFinset_univ]

/-- For a product probe, the estimate for a Kronecker product is the product of the
single-site estimates. -/
theorem estimate_kron (A : ι → Matrix n n ℝ) (s : ι → n → Bool) :
    estimate (kron A) (probe s) = ∏ i, estimate (A i) (signVec (s i)) := by
  simp only [estimate, dotProduct, Matrix.mulVec, kron, probe, signVec, Matrix.of_apply]
  rw [prod_sum_pi]
  refine Finset.sum_congr rfl fun a _ => ?_
  rw [Finset.prod_mul_distrib, prod_sum_pi]
  congr 1
  refine Finset.sum_congr rfl fun b _ => ?_
  rw [Finset.prod_mul_distrib]

/-- Independence: the average of a product of single-site observables is the product of
their averages. -/
theorem avg_prod (f : ι → Ω → ℝ) :
    avg (fun p : ι → Ω => ∏ i, f i (p i)) = ∏ i, avg (f i) := by
  simp only [avg]
  rw [Finset.prod_div_distrib, prod_sum_pi, Finset.prod_const, Finset.card_univ,
    Fintype.card_fun, Nat.cast_pow]

/-- The variance is the mean square minus the squared mean. -/
lemma variance_eq [Nonempty Ω] (f : Ω → ℝ) :
    variance f = avg (fun ω => f ω ^ 2) - avg f ^ 2 := by
  have hc : (Fintype.card Ω : ℝ) ≠ 0 := Nat.cast_ne_zero.mpr Fintype.card_ne_zero
  have h : ∀ m : ℝ, ∑ ω, (f ω - m) ^ 2
      = ∑ ω, f ω ^ 2 - 2 * m * ∑ ω, f ω + (Fintype.card Ω : ℝ) * m ^ 2 := by
    intro m
    have hm : (Fintype.card Ω : ℝ) * m ^ 2 = ∑ _ω : Ω, m ^ 2 := by simp
    rw [hm, Finset.mul_sum, ← Finset.sum_sub_distrib, ← Finset.sum_add_distrib]
    exact Finset.sum_congr rfl fun _ _ => by ring
  simp only [variance, avg]
  rw [h]
  field_simp
  ring

/-- Noise law for product probes: the variance for a Kronecker product of arbitrary local
matrices, in terms of the single-site variances and means. -/
theorem variance_kron [DecidableEq n] (A : ι → Matrix n n ℝ) :
    variance (fun s : ι → n → Bool => estimate (kron A) (probe s))
      = ∏ i, (variance (fun t => estimate (A i) (signVec t))
            + avg (fun t => estimate (A i) (signVec t)) ^ 2)
        - ∏ i, avg (fun t => estimate (A i) (signVec t)) ^ 2 := by
  -- first and second moments both factorise over the sites
  have hm : avg (fun s : ι → n → Bool => estimate (kron A) (probe s))
      = ∏ i, avg (fun t => estimate (A i) (signVec t)) := by
    simp only [estimate_kron]
    exact avg_prod (fun i t => estimate (A i) (signVec t))
  have hq : avg (fun s : ι → n → Bool => estimate (kron A) (probe s) ^ 2)
      = ∏ i, avg (fun t => estimate (A i) (signVec t) ^ 2) := by
    simp only [estimate_kron, ← Finset.prod_pow]
    exact avg_prod (fun i t => estimate (A i) (signVec t) ^ 2)
  rw [variance_eq, hm, hq, ← Finset.prod_pow]
  congr 1
  refine Finset.prod_congr rfl fun i _ => ?_
  rw [variance_eq]
  ring

/-- The average over the four sign vectors of length 2, written out. -/
lemma avg_two (g : Bool → Bool → ℝ) :
    avg (fun t : Fin 2 → Bool => g (t 0) (t 1))
      = (g true true + g true false + g false true + g false false) / 4 := by
  have h : ∑ t : Fin 2 → Bool, g (t 0) (t 1) = ∑ p : Bool × Bool, g p.1 p.2 :=
    Fintype.sum_equiv (finTwoArrowEquiv Bool) _ _ (fun _ => rfl)
  have hc : (Fintype.card (Fin 2 → Bool) : ℝ) = 4 := by
    norm_num [Fintype.card_fun]
  simp only [avg]
  rw [h, hc, Fintype.sum_prod_type]
  simp only [Fintype.sum_bool]
  ring

/-- On one site the all-ones matrix gives 4 if the two signs agree and 0 otherwise. -/
lemma estimate_ones (t : Fin 2 → Bool) :
    estimate ones (signVec t) = if t 0 = t 1 then 4 else 0 := by
  have h : estimate ones (signVec t) = (sgn (t 0) + sgn (t 1)) ^ 2 := by
    simp only [estimate, signVec, ones, dotProduct, Matrix.mulVec, Matrix.of_apply,
      Fin.sum_univ_two]
    ring
  rw [h]
  cases t 0 <;> cases t 1 <;> norm_num [sgn]

/-- The single-site estimate for the all-ones matrix has mean 2. -/
lemma ones_mean : avg (fun t => estimate ones (signVec t)) = 2 := by
  simp only [estimate_ones]
  exact (avg_two (fun a b => if a = b then 4 else 0)).trans (by norm_num)

/-- The single-site estimate for the all-ones matrix has variance 4. -/
lemma ones_variance : variance (fun t => estimate ones (signVec t)) = 4 := by
  rw [variance_eq, ones_mean]
  simp only [estimate_ones]
  have h := avg_two (fun a b => (if a = b then (4 : ℝ) else 0) ^ 2)
  norm_num at h ⊢
  linarith

/-- The trace of the `k`-fold Kronecker power of the all-ones matrix is `2 ^ k`. -/
lemma trace_onesPower (k : ℕ) : (onesPower k).trace = 2 ^ k := by
  simp [Matrix.trace, onesPower, kron, ones]

/-- The product-probe estimate is unbiased for the Kronecker power of the all-ones matrix. -/
theorem mean_onesPower (k : ℕ) :
    avg (fun s : Fin k → Fin 2 → Bool => estimate (onesPower k) (probe s))
      = (onesPower k).trace := by
  rw [trace_onesPower]
  simp only [onesPower, estimate_kron]
  rw [avg_prod (fun (_ : Fin k) t => estimate ones (signVec t))]
  simp only [ones_mean, Finset.prod_const, Finset.card_univ, Fintype.card_fin]

/-- For the `k`-fold Kronecker power of the all-ones matrix, the variance of the product-probe
estimate divided by the squared trace is `2 ^ k - 1`. -/
theorem relative_variance_onesPower (k : ℕ) :
    variance (fun s : Fin k → Fin 2 → Bool => estimate (onesPower k) (probe s))
      / (onesPower k).trace ^ 2 = 2 ^ k - 1 := by
  have hv : variance (fun s : Fin k → Fin 2 → Bool => estimate (onesPower k) (probe s))
      = 8 ^ k - (2 ^ k) ^ 2 := by
    unfold onesPower
    rw [variance_kron]
    simp only [ones_mean, ones_variance, Finset.prod_const, Finset.card_univ,
      Fintype.card_fin]
    rw [show (4 + 2 ^ 2 : ℝ) = 8 by norm_num, ← pow_mul, ← pow_mul, mul_comm 2 k]
  have h8 : (8 : ℝ) ^ k = 2 ^ k * (2 ^ k) ^ 2 := by
    rw [show (8 : ℝ) = 2 * 2 * 2 by norm_num, mul_pow, mul_pow]
    ring
  have h0 : ((2 : ℝ) ^ k) ^ 2 ≠ 0 := by positivity
  rw [hv, trace_onesPower, h8, div_eq_iff h0]
  ring

/-- For the `k`-fold Kronecker power of the all-ones matrix, the product-probe estimate is `4 ^ k`
if the two signs agree on every site, and zero otherwise. -/
theorem estimate_onesPower (k : ℕ) (s : Fin k → Fin 2 → Bool) :
    estimate (onesPower k) (probe s) = if ∀ i, s i 0 = s i 1 then 4 ^ k else 0 := by
  rw [onesPower, estimate_kron]
  simp only [estimate_ones]
  by_cases h : ∀ i, s i 0 = s i 1
  · simp [h]
  · obtain ⟨i, hi⟩ := not_forall.mp h
    rw [if_neg h]
    exact Finset.prod_eq_zero (Finset.mem_univ i) (if_neg hi)

/-- The fraction of product probes that give a nonzero estimate for the `k`-fold Kronecker power of
the all-ones matrix is `(1 / 2) ^ k`. -/
theorem nonzero_fraction (k : ℕ) :
    avg (fun s : Fin k → Fin 2 → Bool =>
      if estimate (onesPower k) (probe s) = 0 then (0 : ℝ) else 1) = (1 / 2) ^ k := by
  -- the indicator of a nonzero reading is a product of single-site indicators
  have h : (fun s : Fin k → Fin 2 → Bool =>
      if estimate (onesPower k) (probe s) = 0 then (0 : ℝ) else 1)
      = fun s => ∏ i, (if s i 0 = s i 1 then (1 : ℝ) else 0) := by
    funext s
    rw [estimate_onesPower]
    by_cases h : ∀ i, s i 0 = s i 1
    · simp [h]
    · obtain ⟨i, hi⟩ := not_forall.mp h
      rw [if_neg h, if_pos rfl]
      exact (Finset.prod_eq_zero (Finset.mem_univ i) (if_neg hi)).symm
  have h1 : avg (fun t : Fin 2 → Bool => if t 0 = t 1 then (1 : ℝ) else 0) = 1 / 2 :=
    (avg_two (fun a b => if a = b then 1 else 0)).trans (by norm_num)
  rw [h, avg_prod (fun (_ : Fin k) (t : Fin 2 → Bool) => if t 0 = t 1 then (1 : ℝ) else 0)]
  simp only [h1, Finset.prod_const, Finset.card_univ, Fintype.card_fin]

end

end ProductProbeNoise
```

```lean
#print axioms ProductProbeNoise.mean_onesPower
-- 'ProductProbeNoise.mean_onesPower' depends on axioms: [propext, Classical.choice, Quot.sound]
#print axioms ProductProbeNoise.relative_variance_onesPower
-- 'ProductProbeNoise.relative_variance_onesPower' depends on axioms: [propext, Classical.choice, Quot.sound]
#print axioms ProductProbeNoise.nonzero_fraction
-- 'ProductProbeNoise.nonzero_fraction' depends on axioms: [propext, Classical.choice, Quot.sound]
```

## The estimator and its exact noise

Let $J$ be the $2\times2$ matrix with all entries equal to 1. Number the sites $i=0,\dots,k-1$ and give each site a vector $z_i$ with two entries $z_i(0),z_i(1)\in\{1,-1\}$, all signs being independent and equally likely. The probe is $z=z_0\otimes\cdots\otimes z_{k-1}$, and the estimate of the trace is $X=z^{T}J^{\otimes k}z$. Writing $\mathbb E$ for the average over the signs, the two central theorems say

$$\mathbb E X=\operatorname{tr}J^{\otimes k}=2^k,\qquad \frac{\operatorname{Var}X}{(\operatorname{tr}J^{\otimes k})^2}=2^k-1 .$$

The first is `mean_onesPower`, together with `trace_onesPower`; the second is `relative_variance_onesPower`. Both hold for every natural number $k$. At $k=0$ the matrix is the number 1, the estimate is always 1, and the variance is zero.

In Lean, a basis state of the composite system is a function `ι → n` that assigns a local state to each site; for the main theorem this is `Fin k → Fin 2`. The matrix `kron A` has the entries $\prod_i A_i(a_i,b_i)$, and `probe s` has the entries $\prod_i z_i(a_i)$. The signs are stored as Booleans in `s : ι → n → Bool` and converted by `sgn`. Independence is not a separate hypothesis: `avg` gives every complete sign assignment the same weight, which makes the individual signs independent and unbiased. The function `variance` is the mean squared deviation under this distribution, with no sample correction.

## For many spins, almost every probe is orthogonal to the target state

For a spin-1/2 site, let $|+\rangle=(1,1)^T/\sqrt2$ and $|-\rangle=(1,-1)^T/\sqrt2$. Then $J=2|+\rangle\langle+|$, so $J^{\otimes k}$ is $2^k$ times the projector onto the product state with every spin in $|+\rangle$. That state is the ground state of non-interacting spins in a uniform field along $x$, with the sign of the field chosen to favour $|+\rangle$.

A sign vector of length 2 has norm $\sqrt2$. After normalisation it is $|+\rangle$ or $|-\rangle$, up to an overall sign, with probability $1/2$ each. A single site in $|-\rangle$ makes the whole probe orthogonal to the target state, and the estimate vanishes. If no site is in $|-\rangle$, the unnormalised estimate is $4^k$. These two cases are `estimate_onesPower`, and `nonzero_fraction` states that the second has probability $2^{-k}$. The correct mean $2^k$ is therefore carried entirely by readings equal to $2^k$ times the trace, and these are rare when $k$ is large.

For trace estimates with product probes in spin simulations, this non-interacting example shows that unbiasedness alone does not keep the sampling cost under control. The growth comes from the product form of the probe: with $N=2^k$ independent signs, one per basis state, the estimate for the same matrix is the square of their sum, with mean $N$ and mean square $3N^2-2N$, so its relative variance is $2-2/N<2$ (this comparison is not part of the Lean code). The theorems concern a single probe; by the usual rule for independent samples, the mean of $M$ probes has relative variance $(2^k-1)/M$, so for $k\ge1$ a relative standard error of 1 already takes $2^k-1$ probes, one fewer than the dimension $2^k$ of the matrix.

The result does not condemn product probes for every matrix. If all local matrices are diagonal, each site returns its exact trace, because the squared signs are 1, and the variance is zero.

## Factorisation over the sites

The calculation starts with arbitrary real local matrices $A_i$, all of the same finite size. Put $q_i=z_i^TA_iz_i$. Writing out the quadratic form and collecting the factors that belong to each site gives

$$z^T\Bigl(\bigotimes_iA_i\Bigr)z=\sum_{a,b}\prod_i z_i(a_i)A_i(a_i,b_i)z_i(b_i)
=\prod_i\sum_{a_i,b_i}z_i(a_i)A_i(a_i,b_i)z_i(b_i)=\prod_iq_i .$$

The signs on different sites are independent, so the averages factorise as well:

$$\mathbb E\prod_iq_i=\prod_i\mathbb E q_i,\qquad
\mathbb E\prod_iq_i^2=\prod_i\mathbb E q_i^2 .$$

Let $m_i=\mathbb E q_i$ and $v_i=\operatorname{Var}q_i$. Since $\mathbb E q_i^2=v_i+m_i^2$, subtracting the squared mean from the mean square gives

$$\operatorname{Var}\prod_iq_i=\prod_i(v_i+m_i^2)-\prod_im_i^2 .$$

This is `variance_kron`. When no $m_i$ vanishes, division by the squared mean turns the right-hand side into $\prod_i(1+v_i/m_i^2)-1$. Relative noise thus compounds multiplicatively from site to site.

For $A_i=J$, the single-site estimate is

$$q_i=(z_i(0)+z_i(1))^2=\begin{cases}4,&z_i(0)=z_i(1),\\0,&z_i(0)\ne z_i(1).\end{cases}$$

Both cases have probability $1/2$. Hence $m_i=2$, $\mathbb E q_i^2=8$ and $v_i=8-4=4$. The mean of the full estimate is $2^k$. This equals the trace, because $J^{\otimes k}$ has $2^k$ diagonal entries, all equal to 1. The variance is

$$\operatorname{Var}X=(4+2^2)^k-(2^2)^k=8^k-4^k,$$

and division by $(2^k)^2=4^k$ leaves $2^k-1$.

## How the Lean proof follows the calculation

The exchange of sums and products is `prod_sum_pi`: a product of local sums equals a sum over all configurations. The theorem `estimate_kron` applies it once to the row index $a$ and once to the column index $b$, while `Finset.prod_mul_distrib` separates the product of signs from the product of matrix entries. In `avg_prod` the same lemma handles the numerator of the average, and the denominator factorises because the number of configurations is the number of local outcomes raised to the number of sites.

The identity "mean square minus squared mean" is `variance_eq`. Its proof expands $\sum_\omega(f(\omega)-m)^2$ for an arbitrary number $m$, then takes $m$ to be the mean and clears the denominators. In `variance_kron`, the intermediate statements `hm` and `hq` are the factorised first and second moments. A second use of `variance_eq`, now on each site, replaces $\mathbb E q_i^2$ by $v_i+m_i^2$.

The single-site numbers come from a finite enumeration. The lemma `avg_two` writes the average over sign vectors of length 2 as a sum of four terms divided by 4, and `estimate_ones` obtains the values 4 and 0 by checking the four sign pairs. From these, `ones_mean` and `ones_variance` give 2 and 4.

In `relative_variance_onesPower`, the step `hv` inserts these numbers into the noise law and obtains $8^k-(2^k)^2$. The step `h8` rewrites $8^k$ as $2^k(2^k)^2$, after which the squared trace, shown to be nonzero in `h0`, can be divided out.

The two theorems about individual readings split on whether the signs agree on every site. If they disagree somewhere, that site contributes a zero factor, and `Finset.prod_eq_zero` makes the whole product vanish. For `nonzero_fraction`, the indicator of a nonzero reading is written as a product of single-site indicators; each has average $1/2$, and `avg_prod` multiplies them to $(1/2)^k$.
